# For fixed $b$, the squared Vinti integral of normalized $r^{l+1}e^{-ar}$ and $r^l e^{-br}$ peaks at $a=(2l+3)b/(2l+1)$

Let $l\ge 1$ be an integer, let $a,b>0$, and let $P\propto r^{l+1}e^{-ar}$ and $Q\propto r^l e^{-br}$ be normalized on $r>0$. Their Vinti integral $J=\int_0^\infty P\,(Q'-lQ/r)\,dr$ satisfies

$$J^2=\frac{2l+1}{2l+2}\,\frac{2^{4l+4}(ab)^{2l+3}}{(a+b)^{4l+4}},$$

and for fixed $b$ this is largest exactly at $a=(2l+3)b/(2l+1)$. When $P$ and $Q$ are the reduced radial functions ($r$ times the radial factor) of a single-exponent 3d and a single-exponent 2p orbital, $l=2$ and the maximum is at $a=7b/5$. I would like to see this derived rigorously and checked by machine, including the claim that no other exponent does as well. Can that be done?

## From a derivative to an overlap, and then to the best exponent

Yes. Start from the moment integral $\int_0^\infty r^n e^{-cr}dr=n!/c^{n+1}$ for $c>0$. It shows that $N_n(\zeta)\,r^n e^{-\zeta r}$ has unit norm when

$$N_n(\zeta)^2=\frac{(2\zeta)^{2n+1}}{(2n)!}.$$

Take both constants positive. Since $Q'=(l/r-b)Q$, the radial operator leaves only $Q'-lQ/r=-bQ$. Hence

$$J=-b\,N_{l+1}(a)N_l(b)\,\frac{(2l+1)!}{(a+b)^{2l+2}}.$$

Squaring gives

$$J^2=\frac{b^2(2a)^{2l+3}(2b)^{2l+1}}{(a+b)^{4l+4}}\,\frac{((2l+1)!)^2}{(2l+2)!\,(2l)!}.$$

The factorials reduce to $(2l+1)/(2l+2)$ and the powers to $2^{4l+4}(ab)^{2l+3}$, which is the stated formula.

For the maximum, write $m=2l+3$ and $k=2l+1$. Setting the derivative of $\log J^2$ with respect to $a$ to zero gives $m/a=(m+k)/(a+b)$, so the candidate $s$ obeys $ks=mb$. To compare it with every other $a>0$, put

$$u=\frac{a(s+b)}{s(a+b)},\qquad v=\frac{s+b}{a+b}.$$

The relation $ks=mb$ gives $mu+kv=m+k$. If $a\ne s$, then $v\ne1$, and $\log x\le x-1$, strict for $x\ne1$, yields

$$m\log u+k\log v<m(u-1)+k(v-1)=0.$$

Therefore $u^m v^k<1$, or

$$\frac{a^m}{(a+b)^{m+k}}<\frac{s^m}{(s+b)^{m+k}}.$$

Multiplying by the factors that do not depend on $a$ shows that $J^2$ is strictly smaller at $a$ than at $s$.

## The orbitals and the integral in Lean

```lean
import Mathlib

open MeasureTheory Set

namespace SpecificMassShift

noncomputable section

/-- Normalization constant of the radial function `r^n exp(-ζ r)`. -/
def slaterNorm (n : ℕ) (ζ : ℝ) : ℝ :=
  Real.sqrt ((2 * ζ) ^ (2 * n + 1) / (Nat.factorial (2 * n) : ℝ))

/-- Reduced radial Slater function, a multiple of `r^n exp(-ζ r)`. -/
def slater (n : ℕ) (ζ r : ℝ) : ℝ :=
  slaterNorm n ζ * r ^ n * Real.exp (-(ζ * r))

/-- Vinti integral of `P (Q' - l Q / r)` over the radial half-line. -/
def vinti (l : ℕ) (P Q : ℝ → ℝ) : ℝ :=
  ∫ r in Ioi (0 : ℝ), P r * (deriv Q r - l * Q r / r)

/-- The radial moment integral of a decaying exponential. -/
theorem integral_pow_mul_exp (n : ℕ) {c : ℝ} (hc : 0 < c) :
    ∫ r in Ioi (0 : ℝ), r ^ n * Real.exp (-(c * r)) =
      (Nat.factorial n : ℝ) / c ^ (n + 1) := by
  have h := Real.integral_rpow_mul_exp_neg_mul_Ioi (a := (n : ℝ) + 1) (r := c)
    (by positivity) hc
  have e := Real.rpow_natCast (1 / c) (n + 1)
  rw [Nat.cast_add, Nat.cast_one] at e
  rw [Real.Gamma_nat_eq_factorial, add_sub_cancel_right, e] at h
  simp only [Real.rpow_natCast] at h
  rw [h, div_pow, one_pow, div_mul_eq_mul_div, one_mul]

/-- The square of the normalization constant. -/
theorem slaterNorm_sq (n : ℕ) {ζ : ℝ} (hζ : 0 < ζ) :
    slaterNorm n ζ ^ 2 = (2 * ζ) ^ (2 * n + 1) / (Nat.factorial (2 * n) : ℝ) :=
  Real.sq_sqrt (by positivity)

/-- The radial Slater function has unit norm on the half-line. -/
theorem slater_normalized (n : ℕ) {ζ : ℝ} (hζ : 0 < ζ) :
    ∫ r in Ioi (0 : ℝ), slater n ζ r ^ 2 = 1 := by
  have h : ∀ r, slater n ζ r ^ 2 =
      slaterNorm n ζ ^ 2 * (r ^ (2 * n) * Real.exp (-(2 * ζ * r))) := by
    intro r
    have he : Real.exp (-(2 * ζ * r)) = Real.exp (-(ζ * r)) ^ 2 := by
      rw [sq, ← Real.exp_add]
      congr 1
      ring
    rw [he]
    simp only [slater]
    ring
  have hF : (Nat.factorial (2 * n) : ℝ) ≠ 0 := by positivity
  simp_rw [h]
  rw [integral_const_mul, integral_pow_mul_exp _ (by positivity), slaterNorm_sq n hζ]
  field_simp

/-- Away from the origin, `d/dr - n/r` multiplies the Slater function of power `n` by `-ζ`. -/
theorem slater_radial_derivative (n : ℕ) (ζ : ℝ) {r : ℝ} (hr : r ≠ 0) :
    deriv (slater n ζ) r - n * slater n ζ r / r = -ζ * slater n ζ r := by
  have h2 := (((hasDerivAt_id' r).const_mul ζ).fun_neg).exp
  have h : HasDerivAt (slater n ζ) _ r :=
    ((hasDerivAt_pow n r).const_mul (slaterNorm n ζ)).fun_mul h2
  have hp : (n : ℝ) * r ^ (n - 1) = n * r ^ n / r := by
    rcases n with _ | k
    · simp
    · rw [Nat.add_sub_cancel, pow_succ]
      field_simp
  rw [h.deriv, hp]
  simp only [slater]
  ring

/-- Closed form of the Vinti integral, including its sign. -/
theorem vinti_slater (l : ℕ) {a b : ℝ} (ha : 0 < a) (hb : 0 < b) :
    vinti l (slater (l + 1) a) (slater l b) =
      -b * (slaterNorm (l + 1) a * slaterNorm l b * (Nat.factorial (2 * l + 1) : ℝ) /
        (a + b) ^ (2 * l + 2)) := by
  have h : ∀ r ∈ Ioi (0 : ℝ),
      slater (l + 1) a r * (deriv (slater l b) r - l * slater l b r / r) =
      (-b * (slaterNorm (l + 1) a * slaterNorm l b)) *
        (r ^ (2 * l + 1) * Real.exp (-((a + b) * r))) := by
    intro r hr
    have he : Real.exp (-((a + b) * r)) = Real.exp (-(a * r)) * Real.exp (-(b * r)) := by
      rw [← Real.exp_add]
      congr 1
      ring
    rw [slater_radial_derivative l b (Set.mem_Ioi.1 hr).ne', he]
    simp only [slater]
    ring
  -- The derivative has disappeared; only a moment integral remains.
  calc vinti l (slater (l + 1) a) (slater l b)
      = ∫ r in Ioi (0 : ℝ), (-b * (slaterNorm (l + 1) a * slaterNorm l b)) *
          (r ^ (2 * l + 1) * Real.exp (-((a + b) * r))) :=
        setIntegral_congr_fun measurableSet_Ioi fun r hr => h r hr
    _ = _ := by
        rw [integral_const_mul, integral_pow_mul_exp _ (add_pos ha hb),
          mul_assoc, mul_div_assoc]

/-- The squared Vinti integral as a function of the two orbital exponents. -/
theorem vinti_sq (l : ℕ) {a b : ℝ} (ha : 0 < a) (hb : 0 < b) :
    vinti l (slater (l + 1) a) (slater l b) ^ 2 =
      (2 * l + 1) / (2 * l + 2) * 2 ^ (4 * l + 4) * (a * b) ^ (2 * l + 3) /
        (a + b) ^ (4 * l + 4) := by
  have sqr : ∀ x y F D : ℝ,
      (-b * (x * y * F / D)) ^ 2 = b ^ 2 * (x ^ 2 * y ^ 2 * F ^ 2 / D ^ 2) := by
    intros
    ring
  have p1 : ∀ c : ℝ, (c * a) ^ (2 * (l + 1) + 1) * (c * b) ^ (2 * l + 1) * b ^ 2 =
      c ^ (4 * l + 4) * (a * b) ^ (2 * l + 3) := by
    intro c
    ring
  have p2 : ((a + b) ^ (2 * l + 2)) ^ 2 = (a + b) ^ (4 * l + 4) := by
    rw [← pow_mul]
    congr 1
    ring
  have f2 : (Nat.factorial (2 * l + 1) : ℝ) = (2 * l + 1) * (Nat.factorial (2 * l) : ℝ) := by
    rw [Nat.factorial_succ]
    push_cast
    ring
  have f1 : (Nat.factorial (2 * (l + 1)) : ℝ) =
      (2 * l + 2) * ((2 * l + 1) * (Nat.factorial (2 * l) : ℝ)) := by
    rw [show 2 * (l + 1) = 2 * l + 1 + 1 by ring, Nat.factorial_succ, Nat.cast_mul, f2]
    push_cast
    ring
  have alg : ∀ X Y S F u v : ℝ, S ≠ 0 → F ≠ 0 → u ≠ 0 → v ≠ 0 →
      b ^ 2 * (X / (v * (u * F)) * (Y / F) * (u * F) ^ 2 / S) =
        u / v * (X * Y * b ^ 2) / S := by
    intro X Y S F u v hS hF hu hv
    field_simp
  rw [vinti_slater l ha hb, sqr, slaterNorm_sq (l + 1) ha, slaterNorm_sq l hb, p2, f1, f2,
    mul_assoc ((2 * (l : ℝ) + 1) / (2 * l + 2)), ← p1 2]
  exact alg _ _ _ _ _ _ (by positivity) (by positivity) (by positivity) (by positivity)

/-- Strict weighted inequality between powers of two exponents `a` and `s`, where
`k s = m b`. -/
theorem balanced_pow_lt {m k : ℕ} (hk : 0 < k) {a b s : ℝ} (ha : 0 < a) (hb : 0 < b)
    (hs : 0 < s) (hrel : (k : ℝ) * s = m * b) (hne : a ≠ s) :
    a ^ m * (s + b) ^ (m + k) < s ^ m * (a + b) ^ (m + k) := by
  have hab : 0 < a + b := add_pos ha hb
  have hsb : 0 < s + b := add_pos hs hb
  have hk' : (0 : ℝ) < k := by exact_mod_cast hk
  have hv1 : (s + b) / (a + b) ≠ 1 := by
    intro h
    have h' := (div_eq_one_iff_eq hab.ne').1 h
    exact hne (by linarith)
  have hu := Real.log_le_sub_one_of_pos (div_pos (mul_pos ha hsb) (mul_pos hs hab))
  have hv := Real.log_lt_sub_one_of_pos (div_pos hsb hab) hv1
  rw [Real.log_div (mul_pos ha hsb).ne' (mul_pos hs hab).ne',
    Real.log_mul ha.ne' hsb.ne', Real.log_mul hs.ne' hab.ne'] at hu
  rw [Real.log_div hsb.ne' hab.ne'] at hv
  -- The weighted mean of the two ratios is one.
  have hsum : (m : ℝ) * (a * (s + b) / (s * (a + b))) + k * ((s + b) / (a + b)) = m + k := by
    have e : (m : ℝ) * (a * (s + b) / (s * (a + b))) + k * ((s + b) / (a + b)) =
        ((s + b) * (m * a + k * s)) / (s * (a + b)) := by
      field_simp
    rw [e, div_eq_iff (mul_pos hs hab).ne']
    linear_combination (s - a) * hrel
  have h1 := mul_le_mul_of_nonneg_left hu (Nat.cast_nonneg (α := ℝ) m)
  have h2 := mul_lt_mul_of_pos_left hv hk'
  apply (Real.log_lt_log_iff (by positivity) (by positivity)).1
  rw [Real.log_mul (by positivity) (by positivity),
    Real.log_mul (by positivity) (by positivity)]
  simp only [Real.log_pow]
  push_cast
  linarith

/-- The squared Vinti integral is strictly smaller at any exponent `a` different from the
exponent `s` with `(2l+1) s = (2l+3) b`. -/
theorem vinti_sq_lt (l : ℕ) {a b s : ℝ} (ha : 0 < a) (hb : 0 < b) (hs : 0 < s)
    (hrel : (2 * (l : ℝ) + 1) * s = (2 * l + 3) * b) (hne : a ≠ s) :
    vinti l (slater (l + 1) a) (slater l b) ^ 2 <
      vinti l (slater (l + 1) s) (slater l b) ^ 2 := by
  have key := balanced_pow_lt (m := 2 * l + 3) (k := 2 * l + 1) (by omega) ha hb hs
    (by push_cast; exact hrel) hne
  rw [show 2 * l + 3 + (2 * l + 1) = 4 * l + 4 by ring] at key
  have hC : (0 : ℝ) < (2 * l + 1) / (2 * l + 2) * 2 ^ (4 * l + 4) * b ^ (2 * l + 3) := by
    positivity
  have e : ∀ c A B S : ℝ, c * (A * B) * S = c * B * (A * S) := by
    intros
    ring
  rw [vinti_sq l ha hb, vinti_sq l hs hb, div_lt_div_iff₀ (by positivity) (by positivity),
    mul_pow a b, mul_pow s b, e _ (a ^ (2 * l + 3)), e _ (s ^ (2 * l + 3))]
  exact mul_lt_mul_of_pos_left key hC

/-- For fixed `b`, an exponent `a` maximizes the squared Vinti integral over all positive
exponents exactly when `a = (2l+3) b / (2l+1)`. -/
theorem vinti_sq_maximal_iff (l : ℕ) {a b : ℝ} (ha : 0 < a) (hb : 0 < b) :
    (∀ a' : ℝ, 0 < a' → vinti l (slater (l + 1) a') (slater l b) ^ 2 ≤
      vinti l (slater (l + 1) a) (slater l b) ^ 2) ↔
      a = (2 * l + 3) * b / (2 * l + 1) := by
  have hs : 0 < (2 * (l : ℝ) + 3) * b / (2 * l + 1) := by positivity
  have hrel : (2 * (l : ℝ) + 1) * ((2 * l + 3) * b / (2 * l + 1)) = (2 * l + 3) * b := by
    field_simp
  constructor
  · intro h
    by_contra hne
    exact absurd (h _ hs) (not_le_of_gt (vinti_sq_lt l ha hb hs hrel hne))
  · intro h a' ha'
    by_cases e : a' = a
    · rw [e]
    · exact (vinti_sq_lt l ha' hb ha (by rw [h]; exact hrel) e).le

/-- For a 3d and a 2p Slater function, the squared Vinti integral in closed form and the
condition on the 3d exponent for its maximum. -/
theorem vinti_3d_2p {a b : ℝ} (ha : 0 < a) (hb : 0 < b) :
    vinti 2 (slater 3 a) (slater 2 b) ^ 2 =
      5 / 6 * 2 ^ 12 * (a * b) ^ 7 / (a + b) ^ 12 ∧
    ((∀ a' : ℝ, 0 < a' → vinti 2 (slater 3 a') (slater 2 b) ^ 2 ≤
      vinti 2 (slater 3 a) (slater 2 b) ^ 2) ↔ a = 7 / 5 * b) := by
  refine ⟨(vinti_sq 2 ha hb).trans (by norm_num), (vinti_sq_maximal_iff 2 ha hb).trans ?_⟩
  rw [show (2 * ((2 : ℕ) : ℝ) + 3) * b / (2 * ((2 : ℕ) : ℝ) + 1) = 7 / 5 * b by
    push_cast; ring]

end

end SpecificMassShift
```

```lean
#print axioms SpecificMassShift.slater_normalized
-- 'SpecificMassShift.slater_normalized' depends on axioms: [propext, Classical.choice, Quot.sound]
#print axioms SpecificMassShift.vinti_sq_maximal_iff
-- 'SpecificMassShift.vinti_sq_maximal_iff' depends on axioms: [propext, Classical.choice, Quot.sound]
#print axioms SpecificMassShift.vinti_3d_2p
-- 'SpecificMassShift.vinti_3d_2p' depends on axioms: [propext, Classical.choice, Quot.sound]
```

For $\zeta>0$, which the normalization theorems assume, `slater n ζ` is the reduced radial function, $r$ times the usual radial factor, with its positive normalization constant `slaterNorm n ζ`. `vinti l P Q` integrates over `Ioi 0`, the open half-line, and uses the actual derivative `deriv Q`. The number $l$ is the angular momentum of $P$; that of $Q$ is $l-1$. Thus `slater 3 a` and `slater 2 b` with `l = 2` are 3d and 2p.

`vinti_sq` states the closed form for positive exponents. `vinti_sq_maximal_iff` says that $a$ does at least as well as every positive `a'` if and only if it has the stated value; `vinti_3d_2p` specializes both results. The theorems also admit $l=0$, where the algebra holds but no physical orbital pair corresponds to it.

The specific mass shift is the part of an atomic isotope shift that comes from the products $\mathbf p_i\cdot\mathbf p_j$ of the momenta of different electrons. In a single-determinant treatment, its exchange terms between orbitals of angular momentum $l$ and $l-1$ are proportional to $J^2$. The closed form and the maximum are derived here for single-exponent nodeless functions only. The nuclear mass and angular factors are not modelled, and maximizing $J^2$ is not minimizing an energy.

## How the proof follows the calculation

`integral_pow_mul_exp` obtains the moment integral from Mathlib's Gamma integral, and `slater_normalized` uses it to prove unit norm. `slater_radial_derivative` applies the product rule away from the origin. `vinti_slater` then replaces the integrand on the half-line and evaluates the remaining moment, keeping the sign of $J$.

In `vinti_sq`, `p1` and `p2` collect the powers, `f1` and `f2` expand the factorials, and `alg` cancels them.

`balanced_pow_lt` is the logarithmic argument, for positive $a,b,s$ with $a\ne s$ and for $k>0$: `hu` and `hv` are the two inequalities, `hsum` is the identity $mu+kv=m+k$, and `linarith` combines them after the weights are applied. `vinti_sq_lt` restores the positive prefactor. For the equivalence, a maximizer different from $s$ would be beaten by $s$ itself; conversely, the strict inequality covers every competitor other than $s$.
